# With linear imaginary-time steps 0 < τ < 2, the norm from (0, 1) tends to |a| in a two-state model with one-way coupling a

The theorem `twoState_norm` concerns a two-state model with matrix H = [[0, a], [0, 1]], where a is complex, so H is non-Hermitian unless a = 0. The vector (0, 1) is propagated by repeated linear imaginary-time steps 1 − τH, with zero energy shift and no renormalisation between steps. For real τ with 0 < τ < 2, the theorem states that the Euclidean norm of the vector is 1 at the start and tends to |a| as the number of steps grows. The attempt takes the vector after k steps from `twoState_trajectory`, whose components are −a(1 − (1 − τ)^k) and (1 − τ)^k, and gets the limit of the norm from the limits of these components.

The failing Lean file:

```lean
import Mathlib

open Matrix Filter Topology

namespace TwoStateNorm

noncomputable section

variable {n : Type*} [Fintype n] [DecidableEq n]

/-- One linear imaginary-time step `1 - τ (H - E₀)`. -/
def propagator (H : Matrix n n ℂ) (τ : ℝ) (E₀ : ℂ) : Matrix n n ℂ :=
  1 - (τ : ℂ) • (H - E₀ • (1 : Matrix n n ℂ))

/-- A two-state model with one-way coupling `a`, non-Hermitian for `a ≠ 0`. -/
def twoState (a : ℂ) : Matrix (Fin 2) (Fin 2) ℂ := !![0, a; 0, 1]

/-- The vector reached from `(0, 1)` after `k` steps in the two-state model. -/
theorem twoState_trajectory (a : ℂ) (τ : ℝ) (k : ℕ) :
    propagator (twoState a) τ 0 ^ k *ᵥ ![0, 1] =
      ![-a * (1 - (1 - (τ : ℂ)) ^ k), (1 - (τ : ℂ)) ^ k] := by
  have hP : propagator (twoState a) τ 0 = !![1, -((τ : ℂ) * a); 0, 1 - (τ : ℂ)] := by
    ext i j
    fin_cases i <;> fin_cases j <;> simp [propagator, twoState]
  induction k with
  | zero => simp
  | succ k ih =>
    rw [pow_succ', ← mulVec_mulVec, ih, hP]
    ext i
    fin_cases i <;> simp [mulVec, dotProduct, Fin.sum_univ_two] <;> ring

/-- For `0 < τ < 2`, the Euclidean norm of the two-state trajectory from `(0, 1)` starts at 1
and tends to `|a|`. -/
theorem twoState_norm (a : ℂ) (τ : ℝ) (h0 : 0 < τ) (h2 : τ < 2) :
    ‖WithLp.toLp 2 (propagator (twoState a) τ 0 ^ 0 *ᵥ ![0, 1])‖ = 1 ∧
      Tendsto (fun k : ℕ => ‖WithLp.toLp 2 (propagator (twoState a) τ 0 ^ k *ᵥ ![0, 1])‖)
        atTop (𝓝 ‖a‖) := by
  constructor
  · simp [EuclideanSpace.norm_eq]
  · have e : ‖(1 : ℂ) - (τ : ℂ)‖ < 1 := by
      rw [← Complex.ofReal_one, ← Complex.ofReal_sub, Complex.norm_real, Real.norm_eq_abs,
        abs_lt]
      constructor <;> linarith
    have hc := tendsto_pow_atTop_nhds_zero_of_norm_lt_one e
    have hu := ((tendsto_const_nhds (x := (1 : ℂ))).sub hc).const_mul (-a)
    convert ((hu.norm.pow 2).add (hc.norm.pow 2)).sqrt using 1
    · ext k
      simp [EuclideanSpace.norm_eq, twoState_trajectory, Fin.sum_univ_two]
    · simp

end

end TwoStateNorm
```

The error:

```
Main.lean:47:4: error: unsolved goals
case e'_3
a : ℂ
τ : ℝ
h0 : 0 < τ
h2 : τ < 2
e : ‖1 - ↑τ‖ < 1
hc : Tendsto (fun n => (1 - ↑τ) ^ n) atTop (𝓝 0)
hu : Tendsto (fun x => -a * (1 - (1 - ↑τ) ^ x)) atTop (𝓝 (-a * (1 - 0)))
k : ℕ
⊢ √(‖(propagator (twoState a) τ 0 ^ k) 0 1‖ ^ 2 + ‖(propagator (twoState a) τ 0 ^ k) 1 1‖ ^ 2) =
    √((‖a‖ * ‖1 - (1 - ↑τ) ^ k‖) ^ 2 + (‖1 - ↑τ‖ ^ k) ^ 2)
Main.lean:48:36: warning: This simp argument is unused:
  twoState_trajectory

Hint: Omit it from the simp argument list.
  [apply] simp [EuclideanSpace.norm_eq, Fin.sum_univ_two]

Note: This linter can be disabled with `set_option linter.unusedSimpArgs false`
```

After these edits no error is left:

```diff
@@ -46,5 +46,6 @@
     convert ((hu.norm.pow 2).add (hc.norm.pow 2)).sqrt using 1
     · ext k
-      simp [EuclideanSpace.norm_eq, twoState_trajectory, Fin.sum_univ_two]
+      simp only [twoState_trajectory]
+      simp [EuclideanSpace.norm_eq, Fin.sum_univ_two]
     · simp
 
```

Cause. The error leaves an equality between two square roots unproved. The right side has the explicit components, but the left still has the entries `(propagator (twoState a) τ 0 ^ k) 0 1` and `(propagator (twoState a) τ 0 ^ k) 1 1` of the matrix power. The warning says that `twoState_trajectory`, which should have supplied their values, was never used.

That lemma rewrites the whole product `propagator (twoState a) τ 0 ^ k *ᵥ ![0, 1]`. The call to `simp` also had its default simplification rules, and these turned the product with `![0, 1]` into entries of the matrix's second column before the lemma was applied. After that the lemma's left side no longer occurred in the goal, and `simp` had no other way to evaluate the entries for a general `k`.

The repair first runs `simp only [twoState_trajectory]`, which puts in the explicit vector while the product is still intact. The second `simp` then expands the norm with `EuclideanSpace.norm_eq` and `Fin.sum_univ_two`, and closes the goal. It no longer needs `twoState_trajectory` in its list, so the warning goes too.
